# Long-wavelength plasmons of a layered electron gas at fixed phase step: ω² tends to 4πn/d for layers in phase and to 0 otherwise

A plasmon is modelled here as a pattern of density amplitudes on an infinite stack of identical, infinitely thin electron layers, which the Coulomb coupling within and between layers reproduces up to a factor, the squared frequency ω². For a wave with a fixed phase step from layer to layer, ω² is a lattice sum, and the file below evaluates that sum and finds its limits at long in-plane wavelength. Units are atomic, n is the number of electrons per unit area of one layer, and d is the layer spacing.

```lean
import Mathlib

open Filter Topology Complex

namespace LayeredPlasmon

noncomputable section

/-- Dynamical coupling of two layers `l` spacings apart: `n q²` times the Coulomb
interaction `(2π/q) exp(-q d |l|)`, in atomic units. -/
def coupling (n q d : ℝ) (l : ℤ) : ℝ :=
  n * q ^ 2 * (2 * Real.pi / q * Real.exp (-(q * d * |(l : ℝ)|)))

/-- Mode condition for density amplitudes `ρ` and squared frequency `W`: on every layer `l`, the
amplitudes `ρ m` of all layers, each times its coupling to `l`, add up to `W ρ l`. -/
def IsPlasmonMode (n q d W : ℝ) (ρ : ℤ → ℂ) : Prop :=
  ∀ l : ℤ, HasSum (fun m : ℤ => (coupling n q d (l - m) : ℂ) * ρ m) ((W : ℂ) * ρ l)

/-- Bloch wave across the stack, with phase step `t` from one layer to the next. -/
def bloch (t : ℝ) (l : ℤ) : ℂ := cexp (l * t * I)

/-- Squared plasmon frequency `2π n q S`, with `S` the sum over all layers of
`exp(-q d |l|) cos(l t)`. -/
def plasmonSq (n q d t : ℝ) : ℝ :=
  2 * Real.pi * n * q * ∑' l : ℤ, Real.exp (-(q * d * |(l : ℝ)|)) * Real.cos (l * t)

/-- Algebraic identity that combines `(1 - r u)⁻¹` and `r v (1 - r v)⁻¹` into one fraction, given `E
r = 1`, `u v = 1` and nonzero denominators. -/
theorem two_sided_geometric {E r u v : ℂ} (hE : E * r = 1) (hu : u * v = 1)
    (h1 : 1 - r * u ≠ 0) (h2 : 1 - r * v ≠ 0) :
    (1 - r * u)⁻¹ + r * v * (1 - r * v)⁻¹
      = ((E - r) / 2) / ((E + r) / 2 - (u + v) / 2) := by
  have hE0 : E ≠ 0 := left_ne_zero_of_mul_eq_one hE
  have hN : (E - r) / 2 = E * (1 - (r * u) * (r * v)) / 2 := by
    linear_combination (r * u * v / 2) * hE + (r / 2) * hu
  have hD : (E + r) / 2 - (u + v) / 2 = E * ((1 - r * u) * (1 - r * v)) / 2 := by
    linear_combination ((u + v - r * u * v) / 2) * hE - (r / 2) * hu
  rw [hN, hD]
  generalize r * u = z at *
  generalize r * v = w at *
  field_simp
  ring

/-- Lattice sum of the terms `exp(-a |l|) exp(i l t)` over all layers, for `a > 0`. -/
theorem hasSum_bloch {a : ℝ} (ha : 0 < a) (t : ℝ) :
    HasSum (fun l : ℤ => ((Real.exp (-(a * |(l : ℝ)|)) : ℝ) : ℂ) * cexp (l * t * I))
      ((Real.sinh a / (Real.cosh a - Real.cos t) : ℝ) : ℂ) := by
  have hnorm : ∀ s : ℝ, ‖cexp (-(a : ℂ)) * cexp (s * I)‖ < 1 := by
    intro s
    rw [norm_mul, Complex.norm_exp_ofReal_mul_I, mul_one, Complex.norm_exp]
    simpa using ha
  have hz := hnorm t
  have hw := hnorm (-t)
  rw [Complex.ofReal_neg] at hw
  have ne : ∀ z : ℂ, ‖z‖ < 1 → 1 - z ≠ 0 := by
    intro z h h0
    have h1 : z = 1 := (sub_eq_zero.mp h0).symm
    rw [h1, norm_one] at h
    exact lt_irrefl _ h
  have hE : cexp (a : ℂ) * cexp (-(a : ℂ)) = 1 := by
    rw [← Complex.exp_add, add_neg_cancel, Complex.exp_zero]
  have hu : cexp (t * I) * cexp (-(t : ℂ) * I) = 1 := by
    have h0 : (t : ℂ) * I + -(t : ℂ) * I = 0 := by ring
    rw [← Complex.exp_add, h0, Complex.exp_zero]
  obtain ⟨F, hF⟩ : ∃ F : ℤ → ℂ, F = fun l : ℤ =>
    ((Real.exp (-(a * |(l : ℝ)|)) : ℝ) : ℂ) * cexp (l * t * I) := ⟨_, rfl⟩
  rw [← hF]
  -- layers above, including the reference layer
  have e1 : ∀ k : ℕ, F (k : ℤ) = (cexp (-(a : ℂ)) * cexp (t * I)) ^ k := by
    intro k
    have habs : |(((k : ℤ)) : ℝ)| = (k : ℝ) := by simp
    simp only [hF]
    rw [habs, ← Complex.exp_add, ← Complex.exp_nat_mul, Complex.ofReal_exp,
      ← Complex.exp_add]
    congr 1
    push_cast
    ring
  -- layers below
  have e2 : ∀ k : ℕ, F (-((k : ℤ) + 1)) = (cexp (-(a : ℂ)) * cexp (-(t : ℂ) * I))
      * (cexp (-(a : ℂ)) * cexp (-(t : ℂ) * I)) ^ k := by
    intro k
    have habs : |((-((k : ℤ) + 1) : ℤ) : ℝ)| = (k : ℝ) + 1 := by
      push_cast
      rw [abs_neg, abs_of_nonneg (by positivity)]
    simp only [hF]
    rw [← pow_succ', habs, ← Complex.exp_add, ← Complex.exp_nat_mul,
      Complex.ofReal_exp, ← Complex.exp_add]
    congr 1
    push_cast
    ring
  have g1 := (hasSum_geometric_of_norm_lt_one hz).congr_fun e1
  have g2 := ((hasSum_geometric_of_norm_lt_one hw).mul_left
    (cexp (-(a : ℂ)) * cexp (-(t : ℂ) * I))).congr_fun e2
  have h := HasSum.of_nat_of_neg_add_one (f := F) g1 g2
  rw [two_sided_geometric hE hu (ne _ hz) (ne _ hw)] at h
  rw [Complex.ofReal_div, Complex.ofReal_sub, Complex.ofReal_sinh, Complex.ofReal_cosh,
    Complex.ofReal_cos]
  exact h

/-- Plasmon dispersion of the layered electron gas in closed form. -/
theorem plasmonSq_eq (n t : ℝ) {q d : ℝ} (hq : 0 < q) (hd : 0 < d) :
    plasmonSq n q d t = 2 * Real.pi * n * q *
      (Real.sinh (q * d) / (Real.cosh (q * d) - Real.cos t)) := by
  have h := Complex.reCLM.hasSum (hasSum_bloch (mul_pos hq hd) t)
  rw [Complex.reCLM_apply, Complex.ofReal_re] at h
  unfold plasmonSq
  congr 1
  refine HasSum.tsum_eq (h.congr_fun fun l => ?_)
  have hl : (l : ℂ) * t * I = ((l * t : ℝ) : ℂ) * I := by simp
  simp only [Complex.reCLM_apply]
  rw [Complex.re_ofReal_mul, hl, Complex.exp_ofReal_mul_I_re]

/-- Every Bloch wave across the stack is a plasmon mode, with squared frequency
`plasmonSq n q d t`. -/
theorem bloch_isPlasmonMode (n t : ℝ) {q d : ℝ} (hq : 0 < q) (hd : 0 < d) :
    IsPlasmonMode n q d (plasmonSq n q d t) (bloch t) := by
  intro l
  have h := (hasSum_bloch (mul_pos hq hd) (-t)).mul_left
    (((2 * Real.pi * n * q : ℝ) : ℂ) * bloch t l)
  have hv : (plasmonSq n q d t : ℂ) * bloch t l
      = ((2 * Real.pi * n * q : ℝ) : ℂ) * bloch t l *
        ((Real.sinh (q * d) / (Real.cosh (q * d) - Real.cos (-t)) : ℝ) : ℂ) := by
    rw [plasmonSq_eq n t hq hd, Real.cos_neg, Complex.ofReal_mul]
    ring
  -- count layers by their distance from layer `l`
  rw [← (Equiv.subLeft l).hasSum_iff, hv]
  refine h.congr_fun fun k => ?_
  have hexp : cexp (((l - k : ℤ) : ℂ) * t * I)
      = cexp (l * t * I) * cexp (k * ((-t : ℝ) : ℂ) * I) := by
    rw [← Complex.exp_add]
    congr 1
    push_cast
    ring
  have hc : ∀ x : ℝ, n * q ^ 2 * (2 * Real.pi / q * x) = 2 * Real.pi * n * q * x := by
    intro x
    field_simp
  simp only [Function.comp_apply, Equiv.subLeft_apply, sub_sub_cancel, coupling, bloch]
  rw [hexp, hc]
  push_cast
  ring

/-- At fixed `q` the squared frequency lies between its values for layers in
antiphase (`t = π`) and layers in phase (`t = 0`). -/
theorem plasmon_band (t : ℝ) {n q d : ℝ} (hn : 0 ≤ n) (hq : 0 < q) (hd : 0 < d) :
    plasmonSq n q d Real.pi ≤ plasmonSq n q d t ∧
      plasmonSq n q d t ≤ plasmonSq n q d 0 := by
  have hs : 0 ≤ Real.sinh (q * d) := (Real.sinh_pos_iff.2 (mul_pos hq hd)).le
  have hc : 1 < Real.cosh (q * d) := Real.one_lt_cosh.2 (mul_pos hq hd).ne'
  have h1 := Real.cos_le_one t
  have h2 := Real.neg_one_le_cos t
  have hp : 0 ≤ 2 * Real.pi * n * q := by positivity
  simp only [plasmonSq_eq n _ hq hd, Real.cos_pi, Real.cos_zero]
  constructor
  · exact mul_le_mul_of_nonneg_left
      (div_le_div_of_nonneg_left hs (by linarith) (by linarith)) hp
  · exact mul_le_mul_of_nonneg_left
      (div_le_div_of_nonneg_left hs (by linarith) (by linarith)) hp

/-- Long-wavelength behaviour of the hyperbolic functions in the dispersion:
`sinh(q d)/q` tends to `d` and `cosh(q d)` to `1`. -/
theorem long_wavelength (d : ℝ) :
    Tendsto (fun q : ℝ => Real.sinh (q * d) / q) (𝓝[>] 0) (𝓝 d) ∧
      Tendsto (fun q : ℝ => Real.cosh (q * d)) (𝓝[>] 0) (𝓝 1) := by
  constructor
  · have h : HasDerivAt (fun q : ℝ => Real.sinh (q * d)) d 0 := by
      simpa using ((hasDerivAt_id' (0 : ℝ)).mul_const d).sinh
    refine h.tendsto_slope_zero_right.congr fun q => ?_
    simp [div_eq_inv_mul]
  · have h : Continuous fun q : ℝ => Real.cosh (q * d) :=
      Real.continuous_cosh.comp (continuous_id.mul continuous_const)
    simpa using (h.tendsto 0).mono_left nhdsWithin_le_nhds

/-- Layers in phase: the squared plasmon frequency tends to `4π n/d` at long wavelength. -/
theorem optical_limit (n : ℝ) {d t : ℝ} (hd : 0 < d) (ht : Real.cos t = 1) :
    Tendsto (fun q => plasmonSq n q d t) (𝓝[>] 0) (𝓝 (4 * Real.pi * n / d)) := by
  obtain ⟨hs, hc⟩ := long_wavelength d
  have h := ((hc.add_const 1).const_mul (2 * Real.pi * n)).div hs hd.ne'
  have hv : 2 * Real.pi * n * (1 + 1) / d = 4 * Real.pi * n / d := by ring
  rw [hv] at h
  refine h.congr' ?_
  filter_upwards [self_mem_nhdsWithin] with q hq
  have hq : 0 < q := hq
  have s0 : Real.sinh (q * d) ≠ 0 := (Real.sinh_pos_iff.2 (mul_pos hq hd)).ne'
  have c0 : Real.cosh (q * d) - 1 ≠ 0 :=
    (sub_pos.2 (Real.one_lt_cosh.2 (mul_pos hq hd).ne')).ne'
  -- sinh² = (cosh - 1)(cosh + 1) trades the denominator cosh - 1 for sinh
  have key : Real.sinh (q * d) / (Real.cosh (q * d) - 1)
      = (Real.cosh (q * d) + 1) / Real.sinh (q * d) := by
    rw [div_eq_div_iff c0 s0]
    linear_combination -(Real.cosh_sq (q * d))
  rw [plasmonSq_eq n t hq hd, ht, key]
  simp only [Pi.div_apply]
  field_simp

/-- Layers out of phase: the squared frequency divided by `q²` tends to
`2π n d/(1 - cos t)` at long wavelength. -/
theorem acoustic_velocity (n : ℝ) {d t : ℝ} (hd : 0 < d) (ht : Real.cos t < 1) :
    Tendsto (fun q => plasmonSq n q d t / q ^ 2) (𝓝[>] 0)
      (𝓝 (2 * Real.pi * n * d / (1 - Real.cos t))) := by
  obtain ⟨hs, hc⟩ := long_wavelength d
  have h := (hs.const_mul (2 * Real.pi * n)).div (hc.sub_const (Real.cos t))
    (sub_pos.2 ht).ne'
  refine h.congr' ?_
  filter_upwards [self_mem_nhdsWithin] with q hq
  have hq : 0 < q := hq
  have c0 : Real.cosh (q * d) - Real.cos t ≠ 0 := by
    have := Real.one_lt_cosh.2 (mul_pos hq hd).ne'
    exact (by linarith : 0 < Real.cosh (q * d) - Real.cos t).ne'
  rw [plasmonSq_eq n t hq hd]
  simp only [Pi.div_apply]
  field_simp

/-- Layers out of phase: the squared plasmon frequency tends to zero at long wavelength. -/
theorem acoustic_limit (n : ℝ) {d t : ℝ} (hd : 0 < d) (ht : Real.cos t < 1) :
    Tendsto (fun q => plasmonSq n q d t) (𝓝[>] 0) (𝓝 0) := by
  have hq2 : Tendsto (fun q : ℝ => q ^ 2) (𝓝[>] 0) (𝓝 0) := by
    simpa using ((continuous_pow 2).tendsto (0 : ℝ)).mono_left nhdsWithin_le_nhds
  have h := (acoustic_velocity n hd ht).mul hq2
  rw [mul_zero] at h
  refine h.congr' ?_
  filter_upwards [self_mem_nhdsWithin] with q hq
  have hq : 0 < q := hq
  exact div_mul_cancel₀ _ (pow_ne_zero 2 hq.ne')

end

end LayeredPlasmon
```

```lean
#print axioms LayeredPlasmon.plasmon_band
#print axioms LayeredPlasmon.long_wavelength
#print axioms LayeredPlasmon.optical_limit
#print axioms LayeredPlasmon.acoustic_limit
```

```
'LayeredPlasmon.plasmon_band' depends on axioms: [propext, Classical.choice, Quot.sound]
'LayeredPlasmon.long_wavelength' depends on axioms: [propext, Classical.choice, Quot.sound]
'LayeredPlasmon.optical_limit' depends on axioms: [propext, Classical.choice, Quot.sound]
'LayeredPlasmon.acoustic_limit' depends on axioms: [propext, Classical.choice, Quot.sound]
```

## Modes and frequencies as the file defines them

The real numbers `n`, `q` and `d` are the areal electron density of one layer, the in-plane wave number and the layer spacing. Integers label the layers, and `t` is the phase step between neighbours. Units are atomic, with the electron mass, the elementary charge and 4πε₀ equal to 1.

`coupling n q d l` is the dynamical coupling of two layers l spacings apart,

n q² · (2π/q) exp(-qd|l|).

The case l = 0 is the interaction within a layer. `IsPlasmonMode n q d W ρ` says that, for every layer l, the series over m of `coupling n q d (l - m)` times ρ(m) converges to W ρ(l). Convergence is thus part of being a mode. The zero pattern satisfies this condition for every W, but the patterns used here, `bloch t`, have the value exp(ilt) on layer l and modulus 1 everywhere.

`plasmonSq n q d t` is 2πnq S, where S is the sum over all integers l of exp(-qd|l|) cos(lt). It is defined by the sum and not by a closed form. Lean gives a divergent sum the value 0, but for q, d > 0 convergence is proved.

For q, d > 0 the theorems state the following:

- `plasmonSq_eq`: S = sinh(qd)/(cosh(qd) - cos t).
- `bloch_isPlasmonMode`: every Bloch wave is a mode, with ω² = 2πnq S.
- `plasmon_band`: if n ≥ 0, then ω² lies between its values at t = π and t = 0.
- `optical_limit`: if cos t = 1, then ω² → 4πn/d.
- `acoustic_velocity` and `acoustic_limit`: if cos t < 1, then ω²/q² → 2πnd/(1 - cos t), and hence ω² → 0.

In the limits, `𝓝[>] 0` means that q approaches 0 through positive values, while n, d and t stay fixed. These limits hold for every real n, although a density is of course not negative. The condition cos t = 1 covers all multiples of 2π.

## The physics behind the coupling

The coupling is postulated in the file. It follows from a cold charged fluid in each layer. Let ρ(l) be the amplitude of the density disturbance on layer l. Linearised continuity relates its rate of change to n times the divergence of the velocity, and Newton's law relates the acceleration to the gradient of the potential energy. Eliminating the velocity gives

ω² ρ(l) = n q² Σ_m (2π/q) exp(-qd|l - m|) ρ(m),

which is the mode condition with W = ω². The factor (2π/q) exp(-qd|l - m|) is the Coulomb interaction of two charge waves in parallel planes.

This description leaves out tunnelling between layers, layer thickness, damping, retardation of the fields, exchange and correlation, and the pressure of the electron gas. Pressure would add a term of order q² to ω². That leaves the in-phase limit alone, but it changes the velocity of the out-of-phase modes.

The value 4πn/d is the squared plasma frequency of a bulk gas with volume density n/d. For a single layer simulated in a periodic supercell, the same cold, thin-sheet model shows the effect of the periodic images: a purely in-plane wave has t = 0, so at long wavelength its squared frequency tends to 4πn/d, with d the height of the cell, instead of following the isolated-sheet law 2πnq.

## Summing over the layers

Put a = qd, r = exp(-a), u = exp(it) and v = exp(-it). Since a > 0, both ru and rv have modulus below 1. The layers l ≥ 0 contribute a geometric series with sum 1/(1 - ru). The layers l = -(k + 1), with k ≥ 0, contribute rv/(1 - rv). Because uv = 1, the total is

[(1 - rv) + rv(1 - ru)] / [(1 - ru)(1 - rv)] = (1 - r²)/(1 - 2r cos t + r²).

Multiplying numerator and denominator by exp(a)/2 gives

sinh a/(cosh a - cos t).

This is real, so it is also the sum of the real parts exp(-a|l|) cos(lt), which is S.

`two_sided_geometric` is the algebra of this step, with `E` standing for exp(a). It assumes E r = 1, u v = 1 and that 1 - ru and 1 - rv are nonzero. Its `linear_combination` lines factor the numerator and denominator as above. In `hasSum_bloch`, `hnorm` gives the modulus bound, `e1` and `e2` identify the terms of the two series, and `HasSum.of_nat_of_neg_add_one` joins them into a sum over all integers. `plasmonSq_eq` then takes real parts through the continuous map `Complex.reCLM`.

## Why Bloch waves are modes

Insert ρ(m) = exp(imt) into the mode condition and count layers by k = l - m:

Σ_m n q² (2π/q) exp(-qd|l - m|) exp(imt) = 2πnq exp(ilt) Σ_k exp(-qd|k|) exp(-ikt).

The last sum is the one just found, with -t in place of t. Cosine is even, so it equals S, and the right-hand side is 2πnq S exp(ilt).

The proof of `bloch_isPlasmonMode` makes the same substitution with `Equiv.subLeft l`, which permutes the integers. The step `hexp` splits the phase factor, and `Real.cos_neg` removes the sign of t.

For the band, note that cosh(qd) > 1 and -1 ≤ cos t ≤ 1, so

0 < cosh(qd) - 1 ≤ cosh(qd) - cos t ≤ cosh(qd) + 1.

Dividing the positive number sinh(qd) by these denominators reverses the order, and multiplying by 2πnq ≥ 0 preserves it. `plasmon_band` carries out these two steps for each bound.

## The two long-wavelength limits

Both limits use sinh(qd)/q → d and cosh(qd) → 1, which `long_wavelength` proves. The first is the derivative of sinh(qd) with respect to q at q = 0, and the second is continuity.

For cos t = 1 the denominator cosh(qd) - 1 vanishes in the limit. The identity sinh² = (cosh - 1)(cosh + 1) replaces it by sinh(qd), whose zero is cancelled by the factor q in ω²:

sinh(qd)/(cosh(qd) - 1) = (cosh(qd) + 1)/sinh(qd).

Therefore

ω² = 2πn (cosh(qd) + 1)/(sinh(qd)/q) → 2πn · 2/d = 4πn/d.

In `optical_limit` the identity is the step `key`. The limit of the rewritten expression is assembled first, and `congr'` transfers it to `plasmonSq`, since the two agree for all q > 0.

For cos t < 1 the denominator tends to the positive number 1 - cos t, and

ω²/q² = 2πn (sinh(qd)/q)/(cosh(qd) - cos t) → 2πnd/(1 - cos t).

This is `acoustic_velocity`. For n > 0 the frequency is then proportional to q at leading order, as for sound, and the limit is the squared velocity. `acoustic_limit` multiplies by q² → 0 to obtain ω² → 0.

## A stack with exp(qd) = 2

Choose q and d so that exp(qd) = 2, which means qd = ln 2 ≈ 0.693. Then sinh(qd) = (2 - 1/2)/2 = 3/4 and cosh(qd) = (2 + 1/2)/2 = 5/4. The closed form gives

t = 0: S = (3/4)/(1/4) = 3,

t = π/2: S = (3/4)/(5/4) = 3/5,

t = π: S = (3/4)/(9/4) = 1/3.

The direct sums agree. For t = 0 the sum is 1 + 2(1/2 + 1/4 + 1/8 + …) = 3. For t = π it is 1 + 2(-1/2 + 1/4 - 1/8 + …) = 1 - 2/3 = 1/3. The value at t = π/2 lies between the other two, as the band theorem requires.

In units of 2πnq, the in-phase limit 4πn/d is 2/(qd) ≈ 2.885, so the actual value 3 is about 4 percent above it. For t = π the leading behaviour πnd q² is qd/2 ≈ 0.347 in the same units, and the actual value 1/3 is about 4 percent below it.
